# An imaginary time sufficient for a target ground-state weight in a product state of non-interacting two-level fragments

The model is a set of N ≥ 1 identical, non-interacting two-level fragments with gap g > 0, started in an unnormalised product state whose excited-to-ground amplitude ratio is t > 0 on each fragment. Evolution for imaginary time b multiplies each configuration's amplitude by exp(−bE), with E its energy. `groundWeight_ge` states that, for a target 0 < p < 1, the all-ground configuration has weight at least p in the normalised evolved state whenever b ≥ ln(N t² / ln(1/p)) / (2g). The proof takes the exact weight (1 + t² exp(−2gb))^(−N), bounds each factor 1 + x by exp(x), and uses the condition on b to show that the resulting exponent, N t² exp(−2gb), is at most ln(1/p).

In Lean, a first try:

```lean
import Mathlib

open Matrix

namespace GroundWeightGe

noncomputable section

/-- The configuration in which every one of the `N` fragments is in its ground level. -/
def ground (N : ℕ) : Fin N → Bool := fun _ => false

/-- The energy of a configuration: each excited fragment contributes the gap `g`. -/
def energy {N : ℕ} (g : ℝ) (s : Fin N → Bool) : ℝ := ∑ i, if s i then g else 0

/-- The unnormalised product trial state with excited-to-ground amplitude ratio `t`
on each fragment. -/
def trial {N : ℕ} (t : ℝ) (s : Fin N → Bool) : ℝ := ∏ i, if s i then t else 1

/-- The trial state after imaginary time `b`: the amplitude of each configuration is multiplied by
`exp (-b E)`, where `E` is its energy. -/
def evolved {N : ℕ} (g t b : ℝ) (s : Fin N → Bool) : ℝ :=
  Real.exp (-b * energy g s) * trial t s

/-- The weight of the all-ground configuration in the normalised evolved state. -/
def groundWeight (N : ℕ) (g t b : ℝ) : ℝ :=
  evolved g t b (ground N) ^ 2 / ∑ s : Fin N → Bool, evolved g t b s ^ 2

/-- The evolved state remains a product over fragments, with each excited amplitude multiplied by
`exp (-b g)`. -/
theorem evolved_eq_prod {N : ℕ} (g t b : ℝ) (s : Fin N → Bool) :
    evolved g t b s = ∏ i, if s i then Real.exp (-b * g) * t else 1 := by
  unfold evolved energy trial
  rw [Finset.mul_sum, Real.exp_sum, ← Finset.prod_mul_distrib]
  refine Finset.prod_congr rfl fun i _ => ?_
  by_cases h : s i = true <;> simp [h]

/-- The squared norm of the evolved state is the `N`-th power of the squared norm of
one fragment. -/
theorem norm_sq_evolved (N : ℕ) (g t b : ℝ) :
    ∑ s : Fin N → Bool, evolved g t b s ^ 2
      = (1 + t ^ 2 * Real.exp (-2 * g * b)) ^ N := by
  have hx : Real.exp (-2 * g * b) = Real.exp (-b * g) ^ 2 := by
    rw [pow_two, ← Real.exp_add]
    congr 1
    ring
  calc ∑ s : Fin N → Bool, evolved g t b s ^ 2
      = ∑ s : Fin N → Bool, ∏ i,
          (if s i then t ^ 2 * Real.exp (-2 * g * b) else 1) := by
        refine Finset.sum_congr rfl fun s _ => ?_
        rw [evolved_eq_prod, ← Finset.prod_pow]
        refine Finset.prod_congr rfl fun i _ => ?_
        by_cases h : s i = true
        · rw [if_pos h, if_pos h, hx]
          ring
        · rw [if_neg h, if_neg h, one_pow]
    _ = (∑ c : Bool, if c then t ^ 2 * Real.exp (-2 * g * b) else 1) ^ N :=
        (Fintype.sum_pow
          (fun c : Bool => if c then t ^ 2 * Real.exp (-2 * g * b) else 1) N).symm
    _ = (1 + t ^ 2 * Real.exp (-2 * g * b)) ^ N := by
        rw [Fintype.sum_bool]
        simp [add_comm]

/-- The total ground weight after imaginary time `b` is
`(1 + t² exp (-2 g b))` to the power `-N`. -/
theorem groundWeight_eq (N : ℕ) (g t b : ℝ) :
    groundWeight N g t b = ((1 + t ^ 2 * Real.exp (-2 * g * b)) ^ N)⁻¹ := by
  have h : evolved g t b (ground N) = 1 := by
    rw [evolved_eq_prod]
    simp [ground]
  rw [groundWeight, norm_sq_evolved, h, one_pow, one_div]

/-- For positive `A`, `c` and gap `g`, the quantity `A exp (-2 g b)` has decayed to `c`
or below exactly when `b` is at least `ln (A / c) / (2 g)`. -/
theorem decay_time_iff {A c g : ℝ} (hA : 0 < A) (hc : 0 < c) (hg : 0 < g) (b : ℝ) :
    Real.log (A / c) / (2 * g) ≤ b ↔ A * Real.exp (-2 * g * b) ≤ c := by
  have h : Real.exp (-2 * g * b) = (Real.exp (b * (2 * g)))⁻¹ := by
    rw [← Real.exp_neg]
    congr 1
    ring
  rw [div_le_iff₀ (by positivity), Real.log_le_iff_le_exp (by positivity),
    div_le_iff₀ hc, h, ← div_eq_mul_inv, div_le_iff₀ (Real.exp_pos _), mul_comm c]

/-- For `N ≥ 1` fragments with `g, t > 0` and a target `0 < p < 1`, the ground weight is
at least `p` whenever `b ≥ ln (N t² / ln (1/p)) / (2 g)`. -/
theorem groundWeight_ge {N : ℕ} {g t p b : ℝ} (hN : 0 < N) (hg : 0 < g) (ht : 0 < t)
    (hp : 0 < p) (hp1 : p < 1)
    (hb : Real.log (N * t ^ 2 / Real.log (1 / p)) / (2 * g) ≤ b) :
    p ≤ groundWeight N g t b := by
  have hN' : (0 : ℝ) < N := by exact_mod_cast hN
  have hL : 0 < Real.log (1 / p) := Real.log_pos ((one_lt_div hp).mpr hp1)
  have hx := (decay_time_iff (by positivity) hL hg b).mp hb
  rw [groundWeight_eq, le_inv_comm₀ hp (by positivity), ← one_div]
  -- compare each fragment's norm with an exponential
  calc (1 + t ^ 2 * Real.exp (-2 * g * b)) ^ N
      ≤ Real.exp (t ^ 2 * Real.exp (-2 * g * b)) ^ N := by
        refine pow_le_pow_left₀ (by positivity) ?_ N
        linarith [Real.add_one_le_exp (t ^ 2 * Real.exp (-2 * g * b))]
    _ = Real.exp (N * t ^ 2 * Real.exp (-2 * g * b)) := by
        rw [← Real.exp_nat_mul, mul_assoc]
    _ ≤ Real.exp (Real.log (1 / p)) := Real.exp_le_exp.mpr hx
    _ = 1 / p := Real.exp_log (by positivity)

end

end GroundWeightGe
```

Lean reports:

```
Main.lean:98:56: error: unsolved goals
N : ℕ
g t p b : ℝ
hN : 0 < N
hg : 0 < g
ht : 0 < t
hp : 0 < p
hp1 : p < 1
hb : Real.log (↑N * t ^ 2 / Real.log (1 / p)) / (2 * g) ≤ b
hN' : 0 < ↑N
hL : 0 < Real.log (1 / p)
hx : ↑N * t ^ 2 * Real.exp (-2 * g * b) ≤ Real.log (1 / p)
⊢ Real.exp (↑N * (t ^ 2 * Real.exp (-2 * (g * b)))) = Real.exp (↑N * t ^ 2 * Real.exp (-2 * (g * b)))
```

As a diff, the version that Lean accepts:

```diff
@@ -97,5 +97,7 @@
         linarith [Real.add_one_le_exp (t ^ 2 * Real.exp (-2 * g * b))]
     _ = Real.exp (N * t ^ 2 * Real.exp (-2 * g * b)) := by
-        rw [← Real.exp_nat_mul, mul_assoc]
+        rw [← Real.exp_nat_mul]
+        congr 1
+        ring
     _ ≤ Real.exp (Real.log (1 / p)) := Real.exp_le_exp.mpr hx
     _ = 1 / p := Real.exp_log (by positivity)
```

Cause. The error is in the calculation step that turns the N-th power of an exponential into a single exponential. The rewrite with `← Real.exp_nat_mul` does its work, and leaves two exponentials whose arguments differ only in bracketing: `N * (t ^ 2 * …)` on the left and `N * t ^ 2 * …` on the right.

`mul_assoc` was meant to rebracket the right-hand side, but `rw` fixes the lemma's variables at the first match it finds and then rewrites only instances of that one expression. Here the match was `-2 * g * b`, inside the inner exponential. It became `-2 * (g * b)` on both sides, as the message shows, and the outer products stayed as they were. The two sides were still not syntactically the same, so the goal was left unsolved.

The repair drops `mul_assoc`. `congr 1` reduces the equality of exponentials to equality of their arguments, and `ring` proves that, since it does not depend on how products are bracketed.
